# A repulsive 1/r² core shifts the p wave's effective angular momentum less than the s wave's

Put an electron in the potential $-1/r+B/r^2$, in atomic units. The second term models the net effect of an atomic core on a valence electron: repulsion for $B>0$, extra attraction for $B<0$. It merges with the centrifugal term, so for $B\ge0$ the s and p waves acquire effective angular momenta $x,y\ge 0$ with

$$x(x+1)=2B,\qquad y(y+1)=2+2B.$$

Subtracting gives $(y-x)(x+y+1)=2$. If $x>0$, then $B>0$, hence $y>1$ and $x+y+1>2$. Therefore $y-x<1$, and so $0<y-1<x$.

For $B=1$, $x=1$ and $y=(\sqrt{17}-1)/2\approx1.56$: the s wave shifts by 1, the p wave by only 0.56.

```lean
import Mathlib

open Filter Topology

namespace OneElectronModelPotential

noncomputable section
```

This loads the Mathlib library and opens a namespace for the names below.

```lean
/-- `x` is the effective angular momentum of the partial wave `l` in the potential
`-1/r + B/r²`: it is nonnegative and `x(x+1)` equals `l(l+1) + 2B`. -/
def IsEffective (B : ℝ) (l : ℕ) (x : ℝ) : Prop :=
  0 ≤ x ∧ x * (x + 1) = l * (l + 1) + 2 * B
```

`IsEffective B l x` says that $x\ge0$ and $x(x+1)=l(l+1)+2B$. Here `l` is a natural number, read as a real where needed, while `x` may be any nonnegative real. For $l=0$ the definition forces $B\ge0$.

```lean
/-- The model potential `-1/r + B/r²` together with the centrifugal term of the partial
wave `l`, in atomic units. -/
def radialPotential (B : ℝ) (l : ℕ) (r : ℝ) : ℝ :=
  l * (l + 1) / (2 * r ^ 2) - 1 / r + B / r ^ 2
```

This is the full radial potential, $\frac{l(l+1)}{2r^2}-\frac1r+\frac B{r^2}$.

```lean
/-- The nodeless radial function `r^(x+1) exp(-r/(x+1))`. -/
def nodeless (x r : ℝ) : ℝ := r ^ (x + 1) * Real.exp (-r / (x + 1))
```

With $n=x+1$, the function is $u(r)=r^n e^{-r/n}$. It is unnormalised; dividing by $\sqrt{\Gamma(2n+1)(n/2)^{2n+1}}$ gives unit norm on $(0,\infty)$.

```lean
/-- If `l(l+1) + 2B` is nonnegative, then `-1/2 + √((l+1/2)² + 2B)` is an effective
angular momentum of the partial wave `l`. -/
theorem isEffective_sqrt (B : ℝ) (l : ℕ) (h : 0 ≤ (l : ℝ) * (l + 1) + 2 * B) :
    IsEffective B l (-1 / 2 + √(((l : ℝ) + 1 / 2) ^ 2 + 2 * B)) := by
  have h1 : (1 / 2 : ℝ) ≤ √(((l : ℝ) + 1 / 2) ^ 2 + 2 * B) :=
    (Real.le_sqrt' (by norm_num)).2 (by nlinarith)
  have h2 : √(((l : ℝ) + 1 / 2) ^ 2 + 2 * B) ^ 2 = ((l : ℝ) + 1 / 2) ^ 2 + 2 * B :=
    Real.sq_sqrt (by nlinarith)
  exact ⟨by linarith, by linear_combination h2⟩
```

The hypothesis `h` comes before the colon's conclusion, and the proof follows `:= by`. Completing the square turns the defining equation into $(x+\tfrac12)^2=(l+\tfrac12)^2+2B$. The root with the plus sign is nonnegative when $l(l+1)+2B\ge0$, because the square root is then at least $\tfrac12$ (`h1`).

```lean
/-- The first derivative of the nodeless radial function at `r > 0`. -/
theorem hasDerivAt_nodeless (x : ℝ) {r : ℝ} (hr : 0 < r) :
    HasDerivAt (nodeless x) (((x + 1) * r⁻¹ - 1 / (x + 1)) * nodeless x r) r := by
  have h1 : HasDerivAt (fun s : ℝ => s ^ (x + 1)) ((x + 1) * r ^ (x + 1 - 1)) r :=
    Real.hasDerivAt_rpow_const (Or.inl hr.ne')
  have h2 : HasDerivAt (fun s : ℝ => Real.exp (-s / (x + 1)))
      (Real.exp (-r / (x + 1)) * (-1 / (x + 1))) r :=
    ((hasDerivAt_id' r).fun_neg.div_const (x + 1)).exp
  have h3 : HasDerivAt (nodeless x) _ r := h1.fun_mul h2
  refine h3.congr_deriv ?_
  rw [Real.rpow_sub_one hr.ne']
  unfold nodeless
  ring
```

`HasDerivAt f f' r` means that $f$ has derivative $f'$ at $r$. The product rule gives
$$u'=\left(\frac nr-\frac1n\right)u.$$
In the proof, `h1` and `h2` differentiate the two factors and `h3` combines them.

```lean
/-- The nodeless function with effective angular momentum `x` solves the radial Schrödinger
equation at every `r > 0`, with energy `-1/(2(x+1)²)`. -/
theorem nodeless_schrodinger {B x : ℝ} {l : ℕ} (h : IsEffective B l x) {r : ℝ}
    (hr : 0 < r) :
    -(1 / 2) * deriv (deriv (nodeless x)) r + radialPotential B l r * nodeless x r
      = -1 / (2 * (x + 1) ^ 2) * nodeless x r := by
  obtain ⟨hx, hxB⟩ := h
  have hx1 : x + 1 ≠ 0 := by positivity
  have hr0 : r ≠ 0 := hr.ne'
  -- near `r` the first derivative is known in closed form, so it can be differentiated again
  have e : deriv (nodeless x) =ᶠ[𝓝 r]
      fun s => ((x + 1) * s⁻¹ - 1 / (x + 1)) * nodeless x s := by
    filter_upwards [Ioi_mem_nhds hr] with s hs
    exact (hasDerivAt_nodeless x hs).deriv
  have h1 : HasDerivAt (fun s : ℝ => (x + 1) * s⁻¹ - 1 / (x + 1))
      ((x + 1) * (-(r ^ 2)⁻¹)) r :=
    ((hasDerivAt_inv hr0).const_mul (x + 1)).sub_const (1 / (x + 1))
  rw [e.deriv_eq, (h1.fun_mul (hasDerivAt_nodeless x hr)).deriv]
  -- the coefficients of the radial function balance
  have hB : B = (x * (x + 1) - l * (l + 1)) / 2 := by linarith
  have key : -(1 / 2) * ((x + 1) * (-(r ^ 2)⁻¹) + ((x + 1) * r⁻¹ - 1 / (x + 1)) ^ 2)
      + radialPotential B l r = -1 / (2 * (x + 1) ^ 2) := by
    unfold radialPotential
    rw [hB]
    field_simp
    ring
  linear_combination nodeless x r * key
```

Differentiating again,
$$u''=\left[-\frac n{r^2}+\left(\frac nr-\frac1n\right)^2\right]u=\left[\frac{x(x+1)}{r^2}-\frac2r+\frac1{n^2}\right]u.$$
The radial potential equals $\frac{x(x+1)}{2r^2}-\frac1r$, so adding it to $-\frac12u''/u$ leaves $-1/(2n^2)$. This identifies $n=x+1$ as the effective quantum number.

In Lean, `e` says that the formula for $u'$ holds throughout a neighbourhood of $r$, which permits the second differentiation; `key` is the balance of coefficients. The theorem is the differential equation at each $r>0$; it does not address boundary conditions or whether this is the lowest state.

```lean
/-- The effective angular momentum lies above `l` exactly when `B` is positive, and below
`l` exactly when `B` is negative. -/
theorem shift_sign {B x : ℝ} {l : ℕ} (h : IsEffective B l x) :
    (0 < B ↔ (l : ℝ) < x) ∧ (B < 0 ↔ x < (l : ℝ)) := by
  obtain ⟨hx, hxB⟩ := h
  have p : 0 < x + l + 1 := by positivity
  have k : 2 * B = (x - l) * (x + l + 1) := by linear_combination -hxB
  refine ⟨⟨fun hB => ?_, fun hl => ?_⟩, ⟨fun hB => ?_, fun hl => ?_⟩⟩
  · by_contra hn
    have hn' : 0 ≤ (l : ℝ) - x := sub_nonneg.2 (not_lt.1 hn)
    nlinarith [mul_nonneg hn' p.le]
  · nlinarith [mul_pos (sub_pos.2 hl) p]
  · by_contra hn
    have hn' : 0 ≤ x - (l : ℝ) := sub_nonneg.2 (not_lt.1 hn)
    nlinarith [mul_nonneg hn' p.le]
  · nlinarith [mul_pos (sub_pos.2 hl) p]
```

The defining equation factorises as
$$2B=(x-l)(x+l+1).$$
The second factor is positive, so $B$ and $x-l$ have the same sign. The fact `k` is this factorisation, and the four bullets prove the two directions of each equivalence `↔`.

```lean
/-- For two partial waves `l < m` in one potential `-1/r + B/r²` with `B ≠ 0`, the shifts of the
angular momentum have the sign of `B`, and the shift of the higher wave is the smaller in size. -/
theorem shift_ordering {B x y : ℝ} {l m : ℕ} (hlm : l < m)
    (hx : IsEffective B l x) (hy : IsEffective B m y) :
    (0 < B → 0 < y - m ∧ y - m < x - l) ∧ (B < 0 → x - l < y - m ∧ y - m < 0) := by
  have hd : 0 < (m : ℝ) - l := sub_pos.2 (by exact_mod_cast hlm)
  have hp : 0 ≤ x + y + 1 + ((m : ℝ) - l) := by linarith [hx.1, hy.1]
  -- both waves see the same `B`
  have key : ((y - m) - (x - l)) * (x + y + 1 + ((m : ℝ) - l))
      + 2 * ((x - l) * ((m : ℝ) - l)) = 0 := by
    linear_combination hy.2 - hx.2
  refine ⟨fun hB => ?_, fun hB => ?_⟩
  · have ha : 0 < x - l := sub_pos.2 ((shift_sign hx).1.1 hB)
    refine ⟨sub_pos.2 ((shift_sign hy).1.1 hB), ?_⟩
    by_contra hn
    have hn' : 0 ≤ (y - m) - (x - l) := sub_nonneg.2 (not_lt.1 hn)
    linarith [mul_nonneg hn' hp, mul_pos ha hd]
  · have ha : x - l < 0 := sub_neg.2 ((shift_sign hx).2.1 hB)
    refine ⟨?_, sub_neg.2 ((shift_sign hy).2.1 hB)⟩
    by_contra hn
    have hn' : (y - m) - (x - l) ≤ 0 := sub_nonpos.2 (not_lt.1 hn)
    linarith [mul_nonpos_of_nonpos_of_nonneg hn' hp, mul_neg_of_neg_of_pos ha hd]
```

The general case has $l<m$. Write $a=x-l$, $b=y-m$ and $d=m-l>0$. Equating the two factorisations of $2B$ gives $a(x+l+1)=b(y+m+1)$, which rearranges to
$$(b-a)(x+y+1+d)+2ad=0.$$
This is `key`. If $B>0$, then $a>0$; assuming $b\ge a$ would make the left side positive, so $0<b<a$. If $B<0$, the signs reverse and $a<b<0$; this case concerns only $l\ge1$, because `IsEffective` requires $x\ge0$, which no s wave satisfies for $B<0$. Each `by_contra` makes the wrong assumption, and `linarith` finds the contradiction.

```lean
/-- If the effective s angular momentum `x` is positive, the effective p angular momentum `y`
in the same potential satisfies `0 < y - 1 < x`. -/
theorem s_p_shift {B x y : ℝ} (hx : IsEffective B 0 x) (hy : IsEffective B 1 y)
    (hpos : 0 < x) : 0 < y - 1 ∧ y - 1 < x := by
  have hB : 0 < B := (shift_sign hx).1.2 (by simpa using hpos)
  simpa using (shift_ordering Nat.zero_lt_one hx hy).1 hB
```

Setting $l=0$, $m=1$ recovers the opening case. Positive $x$ gives $B>0$ by `shift_sign`, and `shift_ordering` does the rest.

```lean
/-- Effective quantum numbers within 0.03 of 1.59 for the s wave and of 1.96 for the p wave
require `B > 0.43` for the s wave and `B < -0.01` for the p wave. -/
theorem lithium_strengths {B₀ B₁ x y : ℝ} (hx : IsEffective B₀ 0 x)
    (hy : IsEffective B₁ 1 y) (hs : |x + 1 - 1.59| ≤ 0.03) (hp : |y + 1 - 1.96| ≤ 0.03) :
    0.43 < B₀ ∧ B₁ < -0.01 := by
  obtain ⟨hx0, hxB⟩ := hx
  obtain ⟨hy0, hyB⟩ := hy
  push_cast at hxB hyB
  have h1 : (0.56 : ℝ) ≤ x := by
    have := (abs_le.1 hs).1
    norm_num at this ⊢
    linarith
  have h2 : y ≤ (0.99 : ℝ) := by
    have := (abs_le.1 hp).2
    norm_num at this ⊢
    linarith
  norm_num at h1 h2 ⊢
  constructor <;> nlinarith
```

The effective quantum numbers 1.59 for s and 1.96 for p are inputs, chosen to illustrate a lithium-like atom, with a tolerance of 0.03; they are not derived here. Each wave is allowed its own strength, `B₀` or `B₁`. From $x\ge0.56$,
$$2B_0\ge0.56\cdot1.56=0.8736,$$
so $B_0\ge0.4368$. From $y\le0.99$,
$$2B_1\le0.99\cdot1.99-2=-0.0299,$$
so $B_1\le-0.01495$. The proof extracts the bounds on $x$ and $y$ from the absolute values, then `nlinarith` does the multiplication.

```lean
/-- No single `B` gives effective quantum numbers within 0.03 of 1.59 for the s wave and 1.96 for
the p wave. -/
theorem lithium_no_common_strength :
    ¬ ∃ B x y : ℝ, IsEffective B 0 x ∧ IsEffective B 1 y ∧
      |x + 1 - 1.59| ≤ 0.03 ∧ |y + 1 - 1.96| ≤ 0.03 := by
  rintro ⟨B, x, y, hx, hy, hs, hp⟩
  obtain ⟨h1, h2⟩ := lithium_strengths hx hy hs hp
  norm_num at h1 h2
  linarith

end

end OneElectronModelPotential
```

The statement reads "there do not exist `B`, `x`, `y` such that…". A common $B$ would have to exceed 0.43 and lie below $-0.01$. So if the core term keeps the form $B/r^2$ and the radial functions are the nodeless ones above, matching both values takes a strength $B$ that depends on $l$. Semilocal effective core potentials also let the core term depend on $l$. The theorem does not rule out an $l$-independent core term of another shape.

```lean
#print axioms OneElectronModelPotential.nodeless_schrodinger
-- 'OneElectronModelPotential.nodeless_schrodinger' depends on axioms: [propext, Classical.choice, Quot.sound]
#print axioms OneElectronModelPotential.shift_ordering
-- 'OneElectronModelPotential.shift_ordering' depends on axioms: [propext, Classical.choice, Quot.sound]
#print axioms OneElectronModelPotential.s_p_shift
-- 'OneElectronModelPotential.s_p_shift' depends on axioms: [propext, Classical.choice, Quot.sound]
#print axioms OneElectronModelPotential.lithium_no_common_strength
-- 'OneElectronModelPotential.lithium_no_common_strength' depends on axioms: [propext, Classical.choice, Quot.sound]
```
